# Jordan–Wigner strings turn the spins of an open Ising chain into anticommuting operators

Multiplying each Ising spin \(Z_j\) by the spin flips \(X_i\) on all sites to its left gives operators that anticommute between sites, although the spins themselves commute. I can check this for two neighbours, but two long strings overlap on many sites. Why don't the signs pile up and sometimes cancel? And how can such nonlocal objects give back the local terms \(X_j\) and \(Z_jZ_{j+1}\) in the transfer matrix of the two-dimensional Ising model without a magnetic field?

## Only one exchange gives a sign

For any two different dressed spins, exactly one exchange gives a minus sign, and in the products that give \(X_j\) and \(Z_jZ_{j+1}\) the common part of the strings cancels. Number the sites \(0,\dots,N-1\). Let \(X_j\) and \(Z_j\) square to one, anticommute on the same site and commute in all other pairs. Put \(S_0=1\), \(S_j=X_0\cdots X_{j-1}\), and

\[
c_j=S_jZ_j,\qquad d_j=S_{j+1}Z_j .
\]

The flips commute, so \(S_j^2=1\). Moving \(Z_k\) through \(S_j\) gives a sign if the string covers site \(k\) (\(k<j\)), and none if \(k\ge j\).

Now take \(S_aZ_j\) and \(S_bZ_k\) with \(j<b\) and \(a\le k\). The second string covers the first spin, but the first string does not reach the second spin:

\[
S_aZ_jS_bZ_k=-S_aS_bZ_jZ_k=-S_bS_aZ_kZ_j=-S_bZ_kS_aZ_j .
\]

The overlap of the strings is harmless because flips commute. Every pair fits this pattern in one of its two orders:

- \(c_j,c_k\) with \(j<k\): \(a=j\), \(b=k\).
- \(d_j,d_k\) with \(j<k\): \(a=j+1\), \(b=k+1\).
- \(c_j,d_k\) with \(j\le k\): \(a=j\), \(b=k+1\).
- \(d_k,c_j\) with \(k<j\): the strings have lengths \(k+1\) and \(j\).

The squares are

\[
c_j^2=S_j^2Z_j^2=1,\qquad d_j^2=-S_{j+1}^2Z_j^2=-1,
\]

and the local terms return as

\[
d_jc_j=S_jX_jZ_jS_jZ_j=S_jX_jS_j=X_j,
\]
\[
c_{j+1}d_j=S_{j+1}Z_{j+1}S_{j+1}Z_j=Z_{j+1}Z_j=Z_jZ_{j+1}.
\]

For \(N=1\) there is no bond: \(c_0=Z_0\), \(d_0=X_0Z_0\), and their anticommutation is the same-site relation itself.

That relation is needed for the signs. Set every \(X_j=Z_j=1\) in the real numbers: all the other relations hold, but \(d_j^2=1\) and nothing anticommutes.

Here is the Lean version.

```lean
import Mathlib

namespace IsingJordanWigner

noncomputable section

variable {R : Type*} [Ring R] {N : ℕ} {X Z : ℕ → R}

/-- The spin algebra of an open chain with sites `0, ..., N - 1`: `X j` and `Z j` square to one,
anticommute on the same site and commute between different sites. -/
structure SpinChain (N : ℕ) (X Z : ℕ → R) : Prop where
  X_sq : ∀ j < N, X j * X j = 1
  Z_sq : ∀ j < N, Z j * Z j = 1
  anti : ∀ j < N, Z j * X j = -(X j * Z j)
  XX : ∀ j < N, ∀ k < N, X j * X k = X k * X j
  ZZ : ∀ j < N, ∀ k < N, Z j * Z k = Z k * Z j
  ZX : ∀ j < N, ∀ k < N, j ≠ k → Z j * X k = X k * Z j

/-- The Jordan-Wigner string `X 0 * X 1 * ... * X (j - 1)` over the sites to the left of `j`. -/
def flipString (X : ℕ → R) : ℕ → R
  | 0 => 1
  | j + 1 => flipString X j * X j

/-- The first fermion of site `j`: `Z j` with the string over all sites before `j`. -/
def c (X Z : ℕ → R) (j : ℕ) : R := flipString X j * Z j

/-- The second fermion of site `j`: `Z j` with the string over all sites up to and including `j`. -/
def d (X Z : ℕ → R) (j : ℕ) : R := flipString X (j + 1) * Z j

/-- An element that commutes with every `X i` in a string commutes with the string. -/
theorem commute_flipString (y : R) (j : ℕ) (hy : ∀ i < j, Commute y (X i)) :
    Commute y (flipString X j) := by
  induction j with
  | zero => exact Commute.one_right y
  | succ j ih =>
    exact (ih fun i hi => hy i (by omega)).mul_right (hy j (by omega))

/-- A string inside the chain squares to one. -/
theorem flipString_sq (h : SpinChain N X Z) (j : ℕ) (hj : j ≤ N) :
    flipString X j * flipString X j = 1 := by
  induction j with
  | zero => exact one_mul 1
  | succ j ih =>
    have hc : X j * flipString X j = flipString X j * X j :=
      (commute_flipString (X j) j fun i hi => h.XX j (by omega) i (by omega)).eq
    calc flipString X j * X j * (flipString X j * X j)
        = flipString X j * (X j * flipString X j) * X j := by simp only [mul_assoc]
      _ = (flipString X j * flipString X j) * (X j * X j) := by
          rw [hc]; simp only [mul_assoc]
      _ = 1 := by rw [ih (by omega), h.X_sq j (by omega), one_mul]

/-- `Z k` anticommutes with every string inside the chain that covers site `k`. -/
theorem Z_flipString (h : SpinChain N X Z) {k : ℕ} (j : ℕ) (hkj : k < j) (hj : j ≤ N) :
    Z k * flipString X j = -(flipString X j * Z k) := by
  induction j with
  | zero => omega
  | succ j ih =>
    change Z k * (flipString X j * X j) = -(flipString X j * X j * Z k)
    rcases Nat.lt_succ_iff_lt_or_eq.mp hkj with hlt | heq
    · -- the sign comes from the shorter string
      rw [← mul_assoc, ih hlt (by omega), neg_mul, mul_assoc,
        h.ZX k (by omega) j (by omega) (by omega), ← mul_assoc]
    · -- the sign comes from the last site
      subst heq
      have hc : Z k * flipString X k = flipString X k * Z k :=
        (commute_flipString (Z k) k fun i hi =>
          h.ZX k (by omega) i (by omega) (by omega)).eq
      rw [← mul_assoc, hc, mul_assoc, h.anti k (by omega), mul_neg, ← mul_assoc]

/-- Two spins of the chain, dressed with strings of lengths `a` and `b` inside the chain,
anticommute if the second string covers the first spin and the first string does not reach the
second spin. -/
theorem dressed_anticommute (h : SpinChain N X Z) {a b j k : ℕ} (hb : b ≤ N) (hk : k < N)
    (hjb : j < b) (hak : a ≤ k) :
    (flipString X a * Z j) * (flipString X b * Z k)
      = -((flipString X b * Z k) * (flipString X a * Z j)) := by
  have hout : Z k * flipString X a = flipString X a * Z k :=
    (commute_flipString (Z k) a fun i hi => h.ZX k hk i (by omega) (by omega)).eq
  have hS : flipString X a * flipString X b = flipString X b * flipString X a :=
    (commute_flipString _ b fun i hi =>
      (commute_flipString (X i) a fun l hl => h.XX i (by omega) l (by omega)).symm).eq
  calc (flipString X a * Z j) * (flipString X b * Z k)
      = flipString X a * (Z j * flipString X b) * Z k := by simp only [mul_assoc]
    _ = -((flipString X a * flipString X b) * (Z j * Z k)) := by
        rw [Z_flipString h b hjb hb]; simp only [mul_neg, neg_mul, mul_assoc]
    _ = -(flipString X b * (flipString X a * Z k) * Z j) := by
        rw [hS, h.ZZ j (by omega) k hk]; simp only [mul_assoc]
    _ = -((flipString X b * Z k) * (flipString X a * Z j)) := by
        rw [← hout]; simp only [mul_assoc]

/-- Jordan-Wigner transformation of the spin chain: the `c` square to `1`, the `d` square to `-1`,
and any two different ones among all the `c` and `d` anticommute. -/
theorem jordan_wigner (h : SpinChain N X Z) {j k : ℕ} (hj : j < N) (hk : k < N) :
    c X Z j * c X Z j = 1 ∧ d X Z j * d X Z j = -1 ∧
    (j ≠ k → c X Z j * c X Z k = -(c X Z k * c X Z j)) ∧
    (j ≠ k → d X Z j * d X Z k = -(d X Z k * d X Z j)) ∧
    c X Z j * d X Z k = -(d X Z k * c X Z j) := by
  unfold c d
  refine ⟨?_, ?_, fun hne => ?_, fun hne => ?_, ?_⟩
  · have hc : Z j * flipString X j = flipString X j * Z j :=
      (commute_flipString (Z j) j fun i hi => h.ZX j hj i (by omega) (by omega)).eq
    rw [← hc, mul_assoc, ← mul_assoc (flipString X j), ← hc, mul_assoc, ← mul_assoc (Z j),
      h.Z_sq j hj, one_mul, flipString_sq h j hj.le]
  · rw [mul_assoc, ← mul_assoc (Z j), Z_flipString h (j + 1) (by omega) hj, neg_mul, mul_assoc,
      h.Z_sq j hj, mul_one, mul_neg, flipString_sq h (j + 1) hj]
  · rcases Nat.lt_or_gt_of_ne hne with hlt | hgt
    · exact dressed_anticommute h hk.le hk hlt hlt.le
    · rw [dressed_anticommute h hj.le hj hgt (le_of_lt hgt), neg_neg]
  · rcases Nat.lt_or_gt_of_ne hne with hlt | hgt
    · exact dressed_anticommute h hk hk (by omega) hlt
    · rw [dressed_anticommute h (a := k + 1) (b := j + 1) hj hj (by omega) hgt, neg_neg]
  · rcases Nat.lt_or_ge k j with hlt | hge
    · rw [dressed_anticommute h (a := k + 1) (b := j) hj.le hj hlt hlt, neg_neg]
    · exact dressed_anticommute h hk hk (by omega) hge

/-- At a site `j` of the chain, the transverse field and the Ising bond are products of two
fermions: `X j = d j * c j`, and `Z j * Z (j + 1) = c (j + 1) * d j` when site `j + 1` is in the
chain. -/
theorem ising_bilinears (h : SpinChain N X Z) {j : ℕ} (hj : j < N) :
    X j = d X Z j * c X Z j ∧
    (j + 1 < N → Z j * Z (j + 1) = c X Z (j + 1) * d X Z j) := by
  unfold c d
  constructor
  · have hc : Z j * flipString X j = flipString X j * Z j :=
      (commute_flipString (Z j) j fun i hi => h.ZX j hj i (by omega) (by omega)).eq
    have hX : X j * flipString X j = flipString X j * X j :=
      (commute_flipString (X j) j fun i hi => h.XX j hj i (by omega)).eq
    change X j = flipString X j * X j * Z j * (flipString X j * Z j)
    -- the two spins cancel first, then the two strings
    rw [← hc, mul_assoc, ← mul_assoc (Z j), h.Z_sq j hj, one_mul, ← hX, mul_assoc,
      flipString_sq h j hj.le, mul_one]
  · intro hj'
    have hc : Z (j + 1) * flipString X (j + 1) = flipString X (j + 1) * Z (j + 1) :=
      (commute_flipString (Z (j + 1)) (j + 1) fun i hi =>
        h.ZX (j + 1) hj' i (by omega) (by omega)).eq
    rw [← hc, mul_assoc, ← mul_assoc (flipString X (j + 1)), flipString_sq h (j + 1) hj,
      one_mul, h.ZZ j hj (j + 1) hj']


/-- The spin configuration `s` with the spin at site `j` reversed. -/
def flipAt (j : ℕ) (s : ℕ → Bool) : ℕ → Bool := fun i => if i = j then !(s i) else s i

/-- The operator that reverses the spin at site `j` in a function of spin configurations. -/
def spinFlip (j : ℕ) : Module.End ℝ ((ℕ → Bool) → ℝ) where
  toFun f s := f (flipAt j s)
  map_add' _ _ := rfl
  map_smul' _ _ := rfl

/-- The operator that multiplies a function of spin configurations by the sign of spin `j`. -/
def spinSign (j : ℕ) : Module.End ℝ ((ℕ → Bool) → ℝ) where
  toFun f s := (if s j then -1 else 1) * f s
  map_add' _ _ := funext fun _ => mul_add _ _ _
  map_smul' _ _ := funext fun _ => mul_left_comm _ _ _

/-- Spin flips and spin signs satisfy the relations of the spin chain for every length `N`. -/
theorem spinChain_witness (N : ℕ) : SpinChain N spinFlip spinSign where
  X_sq j _ := by
    refine LinearMap.ext fun f => funext fun s => ?_
    change f (flipAt j (flipAt j s)) = f s
    congr 1
    funext i
    by_cases hi : i = j <;> simp [flipAt, hi]
  Z_sq j _ := by
    refine LinearMap.ext fun f => funext fun s => ?_
    change (if s j then (-1 : ℝ) else 1) * ((if s j then -1 else 1) * f s) = f s
    cases s j <;> simp
  anti j _ := by
    refine LinearMap.ext fun f => funext fun s => ?_
    change (if s j then (-1 : ℝ) else 1) * f (flipAt j s)
      = -((if flipAt j s j then -1 else 1) * f (flipAt j s))
    have hs : flipAt j s j = !(s j) := if_pos rfl
    rw [hs]
    cases s j <;> simp
  XX j _ k _ := by
    refine LinearMap.ext fun f => funext fun s => ?_
    change f (flipAt k (flipAt j s)) = f (flipAt j (flipAt k s))
    congr 1
    funext i
    simp only [flipAt]
    split_ifs <;> rfl
  ZZ j _ k _ := LinearMap.ext fun _ => funext fun _ => mul_left_comm _ _ _
  ZX j _ k _ hjk := by
    refine LinearMap.ext fun f => funext fun s => ?_
    change (if s j then (-1 : ℝ) else 1) * f (flipAt k s)
      = (if flipAt k s j then -1 else 1) * f (flipAt k s)
    have hs : flipAt k s j = s j := if_neg hjk
    rw [hs]

end

end IsingJordanWigner
```

```lean
#print axioms IsingJordanWigner.jordan_wigner
#print axioms IsingJordanWigner.ising_bilinears
```

```
'IsingJordanWigner.jordan_wigner' depends on axioms: [propext, Classical.choice, Quot.sound]
'IsingJordanWigner.ising_bilinears' depends on axioms: [propext, Quot.sound]
```

## What the Lean statements say about the chain

`SpinChain N X Z` collects the spin relations in an arbitrary ring `R`. The sequences `X` and `Z` are indexed by all natural numbers, but only sites below `N` are constrained. `flipString X j` is \(S_j\).

`jordan_wigner` states the squares and all the anticommutation relations; `ising_bilinears` states the two product formulas, the second only if site `j + 1` is in the chain. `spinChain_witness` realises the relations for every `N` by operators on real functions of spin configurations on all sites \(0,1,2,\dots\), where `true` means spin \(-1\).

The letter \(c_j\) often denotes an annihilation operator; here \(c_j\) and \(d_j\) are Majorana-type generators. With Pauli matrices, \(d_j\) is anti-Hermitian and \(i\,d_j\) is the usual Hermitian partner.

Take the two-dimensional Ising model with open rows, no magnetic field and a nonzero coupling between rows. Up to a scalar factor, its row-to-row transfer matrix is a product of exponentials of multiples of \(X_j\) and \(Z_jZ_{j+1}\), so the exponents are quadratic in these fermions. The \(X_j\), called the transverse field in the Lean comment, come from the coupling between rows, not from a magnetic field. Writing the transfer matrix in that form is the step from this algebra to the Ising model that the hypotheses leave out. A periodic closing bond is also absent.

## From string lemmas to fermions

`commute_flipString` carries commutation with single flips over to a string, by induction on its length. `flipString_sq` gives \(S_j^2=1\) in the same way. In `Z_flipString`, the induction has two cases: the sign comes from the shorter string or from the last site.

`dressed_anticommute` is the displayed exchange, with its `calc` lines in the same order. `jordan_wigner` then splits on which site comes first and applies this lemma; when the pair stands in the reverse order, `neg_neg` removes the double sign. `omega` checks the site inequalities.

`ising_bilinears` cancels spins and strings as above. The witness proof compares both sides of each relation on a function `f` at a configuration `s`.
